# Bounds on the overlap of two Slater determinants from the distance between their one-matrices

Two electrons occupy the basis states e₀ and e₁. In a second determinant the first orbital is tilted towards an empty state e₂ and the second towards e₃:

c e₀ + s e₂ and c′ e₁ + s′ e₃, with real coefficients and c² + s² = c′² + s′² = 1.

How much do the two determinants overlap, if all that is known about their one-particle density matrices P and Q is the number tr(PQ)? Write p₀ = c² and p₁ = c′². The overlap is S = cc′, and tr(PQ) = p₀ + p₁, so

|S|² = p₀p₁ and d = 2 − tr(PQ) = 2 − p₀ − p₁.

The squared overlap is a product and the trace is a sum. Two elementary inequalities connect them:

(1 − p₀)(1 − p₁) ≥ 0 gives 1 − d ≤ |S|²,

(p₀ − p₁)² ≥ 0 gives 4|S|² ≤ (2 − d)².

For N electrons in a finite basis, with orthonormal orbitals in each determinant and d = N − tr(PQ), the same argument with N weights gives 1 − d ≤ |S|² and Nᴺ|S|² ≤ (N − d)ᴺ.

## Orbitals as columns

```lean
import Mathlib

open Matrix

namespace SlaterOverlapDistance

noncomputable section

variable {r n : Type*} [Fintype r] [Fintype n] [DecidableEq n]
```

The letter `r` is neither a position nor a number: it is the finite set labelling an orthonormal one-particle basis (spin-orbitals, for electrons). Likewise `n` is the set labelling the occupied orbitals, and N is its size, `Fintype.card n`. A `Matrix r n ℂ` has one orbital per column.

```lean
/-- The matrix `A Aᴴ`. For orthonormal columns it is the one-particle density matrix of the
determinant whose occupied orbitals are the columns of `A`. -/
def oneMatrix (A : Matrix r n ℂ) : Matrix r r ℂ := A * Aᴴ
```

This is P = AAᴴ, where ᴴ is the conjugate transpose. The second determinant has orbitals B and one-matrix Q = BBᴴ.

```lean
/-- The number `det (Bᴴ A)`. When `A` and `B` each have orthonormal columns, it is the overlap of
the normalised Slater determinants built from the columns of `B` and `A`. -/
def slaterOverlap (A B : Matrix r n ℂ) : ℂ := (Bᴴ * A).det
```

This is S = det(BᴴA). That it equals the inner product of the two normalised, antisymmetrised N-electron wavefunctions, when the orbitals in each determinant are orthonormal, is the textbook rule for determinants; here it enters as the definition.

```lean
/-- The number of electrons minus the real part of the trace of the product of the two
one-matrices. -/
def deficit (A B : Matrix r n ℂ) : ℝ :=
  Fintype.card n - (trace (oneMatrix A * oneMatrix B)).re
```

The deficit is d = N − Re tr(PQ). The name is local to this file. Taking the real part makes d a real number by type; for orthonormal orbitals the trace turns out to be real anyway.

## The deficit as a distance

```lean
/-- For orthonormal orbitals the one-matrix is idempotent and Hermitian, and its trace is the
number of electrons. -/
theorem oneMatrix_projector (A : Matrix r n ℂ) (hA : Aᴴ * A = 1) :
    oneMatrix A * oneMatrix A = oneMatrix A ∧ (oneMatrix A)ᴴ = oneMatrix A ∧
      trace (oneMatrix A) = (Fintype.card n : ℂ) := by
  unfold oneMatrix
  refine ⟨?_, ?_, ?_⟩
  · calc A * Aᴴ * (A * Aᴴ) = A * (Aᴴ * A) * Aᴴ := by simp only [Matrix.mul_assoc]
      _ = A * Aᴴ := by rw [hA, Matrix.mul_one]
  · rw [conjTranspose_mul, conjTranspose_conjTranspose]
  · rw [Matrix.trace_mul_comm A Aᴴ, hA, Matrix.trace_one]
```

A Lean theorem lists its hypotheses before the colon and its conclusion after it. Here `hA : Aᴴ * A = 1` says that the columns of A are orthonormal. The conclusions follow in one line each:

P² = A(AᴴA)Aᴴ = AAᴴ = P,

Pᴴ = (AAᴴ)ᴴ = P,

tr P = tr(AᴴA) = tr 1 = N.

```lean
/-- For orthonormal orbitals, twice the deficit is the squared Frobenius distance between the
two one-matrices. -/
theorem two_mul_deficit (A B : Matrix r n ℂ) (hA : Aᴴ * A = 1) (hB : Bᴴ * B = 1) :
    2 * deficit A B = ∑ i, ∑ j, ‖(oneMatrix A - oneMatrix B) i j‖ ^ 2 := by
  obtain ⟨pA, sA, tA⟩ := oneMatrix_projector A hA
  obtain ⟨pB, sB, tB⟩ := oneMatrix_projector B hB
  have frob : ∀ X : Matrix r r ℂ,
      trace (Xᴴ * X) = ((∑ i, ∑ j, ‖X i j‖ ^ 2 : ℝ) : ℂ) := by
    intro X
    rw [Finset.sum_comm]
    simp only [trace, diag_apply, mul_apply, conjTranspose_apply, Complex.ofReal_sum,
      Complex.ofReal_pow]
    exact Finset.sum_congr rfl fun j _ => Finset.sum_congr rfl fun i _ => Complex.conj_mul' _
  have h := frob (oneMatrix A - oneMatrix B)
  -- expand the square and use idempotency
  rw [conjTranspose_sub, sA, sB, Matrix.sub_mul, Matrix.mul_sub, Matrix.mul_sub, pA, pB,
    trace_sub, trace_sub, trace_sub, tA, tB,
    Matrix.trace_mul_comm (oneMatrix B) (oneMatrix A)] at h
  have h' := congrArg Complex.re h
  rw [Complex.ofReal_re, Complex.sub_re, Complex.sub_re, Complex.sub_re,
    Complex.natCast_re] at h'
  rw [← h', deficit]
  ring
```

By hand, with P and Q Hermitian and idempotent,

Σᵢⱼ |(P − Q)ᵢⱼ|² = tr((P − Q)ᴴ(P − Q)) = tr P − tr(PQ) − tr(QP) + tr Q = 2N − 2 tr(PQ).

The right side is 2d after taking real parts. In the proof, `frob` is the first equality for a general matrix X, and the long `rw` (rewriting with known equations) expands the square.

## One weight per electron

```lean
omit [DecidableEq n] in
/-- For every vector `v`, the number `vᴴ Kᴴ K v` is the squared norm of `K v`. -/
theorem gram_expectation (K : Matrix r n ℂ) (v : n → ℂ) :
    star v ⬝ᵥ ((Kᴴ * K) *ᵥ v) = ((∑ j, ‖(K *ᵥ v) j‖ ^ 2 : ℝ) : ℂ) := by
  rw [← Matrix.mulVec_mulVec, Matrix.dotProduct_mulVec, ← Matrix.star_mulVec]
  simp only [dotProduct, Pi.star_apply, Complex.ofReal_sum, Complex.ofReal_pow]
  exact Finset.sum_congr rfl fun j _ => Complex.conj_mul' _
```

In ordinary notation, vᴴKᴴKv = ‖Kv‖². For a normalised v this is the expectation value of KᴴK in the state v.

```lean
/-- For two sets of orthonormal orbitals there are numbers in `[0, 1]`, one per electron, whose
product is the squared Slater overlap and whose sum is the trace of the product of the
one-matrices. -/
theorem exists_principal_weights (A B : Matrix r n ℂ) (hA : Aᴴ * A = 1) (hB : Bᴴ * B = 1) :
    ∃ p : n → ℝ, (∀ i, 0 ≤ p i ∧ p i ≤ 1) ∧ ‖slaterOverlap A B‖ ^ 2 = ∏ i, p i ∧
      trace (oneMatrix A * oneMatrix B) = ((∑ i, p i : ℝ) : ℂ) := by
  obtain ⟨M, hM⟩ : ∃ M, M = Bᴴ * A := ⟨_, rfl⟩
  have hH : (Mᴴ * M).IsHermitian := isHermitian_conjTranspose_mul_self M
  have e1 : Aᴴ * B = Mᴴ := by rw [hM, conjTranspose_mul, conjTranspose_conjTranspose]
  -- the part of `A` outside the space occupied in `B` has Gram matrix `1 - Mᴴ M`
  have hK : (A - B * M)ᴴ * (A - B * M) = 1 - Mᴴ * M := by
    calc (A - B * M)ᴴ * (A - B * M)
        = Aᴴ * A - (Aᴴ * B) * M - Mᴴ * (Bᴴ * A) + Mᴴ * (Bᴴ * B) * M := by
          simp only [conjTranspose_sub, conjTranspose_mul, Matrix.sub_mul, Matrix.mul_sub,
            Matrix.mul_assoc]
          abel
      _ = 1 - Mᴴ * M := by
          rw [hA, hB, e1, ← hM, Matrix.mul_one]
          abel
  refine ⟨hH.eigenvalues, fun i => ?_, ?_, ?_⟩
  · obtain ⟨v, hv, hn⟩ : ∃ v : n → ℂ, (Mᴴ * M) *ᵥ v = hH.eigenvalues i • v ∧
        ∑ j, ‖v j‖ ^ 2 = 1 := by
      refine ⟨(hH.eigenvectorBasis i).ofLp, hH.mulVec_eigenvectorBasis i, ?_⟩
      rw [← EuclideanSpace.norm_sq_eq, hH.eigenvectorBasis.orthonormal.1 i, one_pow]
    have hvv : star v ⬝ᵥ v = 1 := by
      have h := gram_expectation (1 : Matrix n n ℂ) v
      simp only [conjTranspose_one, Matrix.mul_one, one_mulVec] at h
      rw [h, hn, Complex.ofReal_one]
    have h0 := gram_expectation M v
    rw [hv, dotProduct_smul, hvv, Complex.real_smul, mul_one] at h0
    have h0' := Complex.ofReal_injective h0
    have h1 := gram_expectation (A - B * M) v
    rw [hK, Matrix.sub_mulVec, one_mulVec, hv, dotProduct_sub, dotProduct_smul, hvv,
      Complex.real_smul, mul_one] at h1
    have h1' := congrArg Complex.re h1
    rw [Complex.sub_re, Complex.one_re, Complex.ofReal_re, Complex.ofReal_re] at h1'
    constructor
    · rw [h0']
      positivity
    · have : 0 ≤ ∑ j, ‖((A - B * M) *ᵥ v) j‖ ^ 2 := by positivity
      linarith
  · have h := hH.det_eq_prod_eigenvalues
    rw [det_mul, det_conjTranspose] at h
    apply Complex.ofReal_injective
    rw [slaterOverlap, ← hM, Complex.ofReal_pow, Complex.ofReal_prod, ← Complex.conj_mul']
    exact h
  · have ht : trace (oneMatrix A * oneMatrix B) = trace (Mᴴ * M) := by
      unfold oneMatrix
      rw [Matrix.mul_assoc, Matrix.trace_mul_comm A (Aᴴ * (B * Bᴴ)), ← e1, hM]
      simp only [Matrix.mul_assoc]
    rw [ht, Complex.ofReal_sum]
    exact hH.trace_eq_sum_eigenvalues
```

This theorem replaces the special angles of the opening example by weights pᵢ for any two determinants. Put M = BᴴA, and let pᵢ be the eigenvalues of MᴴM, with normalised eigenvectors v. Then

pᵢ = vᴴMᴴMv = ‖Mv‖² ≥ 0.

For the upper limit, take the part of A outside the space occupied in B, K = A − BM:

KᴴK = AᴴA − AᴴBM − MᴴBᴴA + MᴴBᴴBM = 1 − MᴴM − MᴴM + MᴴM = 1 − MᴴM,

so 1 − pᵢ = ‖Kv‖² ≥ 0. Physically, pᵢ is the probability of finding an electron in the orbital Av within the occupied space of B. Product and sum are the determinant and trace of MᴴM:

∏ᵢ pᵢ = det(MᴴM) = |det M|² = |S|²,

Σᵢ pᵢ = tr(MᴴM) = tr(AᴴBBᴴA) = tr(PQ).

In Lean, `hK` is the computation of KᴴK, `h0` and `h1` apply the preceding theorem to M and K, and the last two bullets treat the determinant and the trace. The label i counts eigenvalues; it does not refer to the i-th column of A.

## Product against sum

```lean
/-- Weierstrass product inequality: for numbers in `[0, 1]`, the product is at least one minus
the sum of the distances from one. -/
theorem weierstrass_product {ι : Type*} (s : Finset ι) (p : ι → ℝ)
    (hp : ∀ i, 0 ≤ p i ∧ p i ≤ 1) : 1 - ∑ i ∈ s, (1 - p i) ≤ ∏ i ∈ s, p i := by
  classical
  induction s using Finset.induction_on with
  | empty => simp
  | insert a s ha ih =>
    rw [Finset.sum_insert ha, Finset.prod_insert ha]
    have h1 : ∏ i ∈ s, p i ≤ 1 :=
      Finset.prod_le_one (fun i _ => (hp i).1) (fun i _ => (hp i).2)
    nlinarith [mul_nonneg (sub_nonneg.2 (hp a).2) (sub_nonneg.2 h1)]
```

The proof adds one factor at a time. Let π be the product over the set s, and suppose 1 − Σᵢ(1 − pᵢ) ≤ π there. A further factor pₐ gives

1 − (1 − pₐ) − Σᵢ(1 − pᵢ) ≤ π − (1 − pₐ) ≤ pₐπ,

where the last step is (1 − pₐ)(1 − π) ≥ 0. That product is the hint given to `nlinarith`, a tactic for nonlinear inequalities.

```lean
omit [DecidableEq n] in
/-- Inequality of arithmetic and geometric means for `N` nonnegative numbers, written without
division: `N ^ N` times the product is at most the `N`-th power of the sum. -/
theorem card_pow_mul_prod_le (p : n → ℝ) (hp : ∀ i, 0 ≤ p i) :
    (Fintype.card n : ℝ) ^ Fintype.card n * ∏ i, p i ≤ (∑ i, p i) ^ Fintype.card n := by
  rcases isEmpty_or_nonempty n with hn | hn
  · simp
  have hN : Fintype.card n ≠ 0 := Fintype.card_ne_zero
  have hN' : (Fintype.card n : ℝ) ≠ 0 := Nat.cast_ne_zero.2 hN
  have h := Real.geom_mean_le_arith_mean_weighted Finset.univ
    (fun _ : n => (Fintype.card n : ℝ)⁻¹) p (fun _ _ => by positivity)
    (by rw [Finset.sum_const, Finset.card_univ, nsmul_eq_mul, mul_inv_cancel₀ hN'])
    (fun i _ => hp i)
  have h2 := pow_le_pow_left₀
    (Finset.prod_nonneg fun i _ => Real.rpow_nonneg (hp i) _) h (Fintype.card n)
  rw [← Finset.prod_pow, Finset.prod_congr rfl
    (fun i _ => Real.rpow_inv_natCast_pow (hp i) hN), ← Finset.mul_sum, mul_pow, inv_pow] at h2
  calc (Fintype.card n : ℝ) ^ Fintype.card n * ∏ i, p i
      ≤ (Fintype.card n : ℝ) ^ Fintype.card n *
        (((Fintype.card n : ℝ) ^ Fintype.card n)⁻¹ * (∑ i, p i) ^ Fintype.card n) := by gcongr
    _ = (∑ i, p i) ^ Fintype.card n := mul_inv_cancel_left₀ (pow_ne_zero _ hN') _
```

For N > 0 the inequality of the means, with equal weights 1/N, reads

∏ᵢ pᵢ^(1/N) ≤ (1/N) Σᵢ pᵢ.

Raising it to the N-th power and multiplying by Nᴺ gives the statement. The case N = 0 is treated first and reads 1 ≤ 1.

## The two bounds

```lean
/-- For `N` electrons in orthonormal orbitals, with deficit `d` and Slater overlap `S`:
`1 - d ≤ |S|²` and `N ^ N |S|² ≤ (N - d) ^ N`. -/
theorem slater_overlap_bounds (A B : Matrix r n ℂ) (hA : Aᴴ * A = 1) (hB : Bᴴ * B = 1) :
    1 - deficit A B ≤ ‖slaterOverlap A B‖ ^ 2 ∧
      (Fintype.card n : ℝ) ^ Fintype.card n * ‖slaterOverlap A B‖ ^ 2 ≤
        (Fintype.card n - deficit A B) ^ Fintype.card n := by
  obtain ⟨p, hp, hS, hT⟩ := exists_principal_weights A B hA hB
  have hd : deficit A B = Fintype.card n - ∑ i, p i := by
    rw [deficit, hT, Complex.ofReal_re]
  rw [hS, hd]
  constructor
  · have h := weierstrass_product Finset.univ p hp
    rw [Finset.sum_sub_distrib, Finset.sum_const, Finset.card_univ, nsmul_eq_mul, mul_one] at h
    exact h
  · rw [sub_sub_cancel]
    exact card_pow_mul_prod_le p fun i => (hp i).1
```

Since Σᵢ pᵢ = N − d, the product inequality gives

1 − d = 1 − Σᵢ(1 − pᵢ) ≤ ∏ᵢ pᵢ = |S|²,

and the inequality of the means gives

Nᴺ|S|² ≤ (N − d)ᴺ, that is, |S|² ≤ (1 − d/N)ᴺ for N > 0.

For one electron both bounds become the equality |S|² = 1 − d.

With the formulas P = AAᴴ and S = det(BᴴA), normalising each orbital is not enough for the lower bound. In a two-dimensional space let B have columns e₀, e₁ and let A have columns e₀, (e₀ + e₁)/√2. Then |S|² = 1/2, but tr(PQ) = 2 and d = 0, so the lower bound would say 1 ≤ 1/2. The failure lies in the formulas, not in the physical states: the determinant built from A is not normalised, and once normalised it is the same state as the one built from B.

For non-interacting electrons whose ground states are single determinants, the upper bound limits the overlap of the ground states before and after a change of potential. Because (1 − d/N)ᴺ ≤ exp(−d), an elementary step added here to the checked bound, that overlap tends to zero whenever d grows without limit as N increases. This is the mechanism of Anderson's orthogonality catastrophe; how d grows for a given impurity is a separate question.

```lean
/-- For orthonormal orbitals, the infidelity `1 - |S|²` of two Slater determinants is at most
half the squared Frobenius distance of their one-matrices. -/
theorem infidelity_le (A B : Matrix r n ℂ) (hA : Aᴴ * A = 1) (hB : Bᴴ * B = 1) :
    1 - ‖slaterOverlap A B‖ ^ 2 ≤
      (∑ i, ∑ j, ‖(oneMatrix A - oneMatrix B) i j‖ ^ 2) / 2 := by
  rw [← two_mul_deficit A B hA hB]
  linarith [(slater_overlap_bounds A B hA hB).1]
```

Combining the lower bound with the distance formula gives

1 − |S|² ≤ d = ½ Σᵢⱼ |(P − Q)ᵢⱼ|².

```lean
/-- Two Slater determinants of orthonormal orbitals with deficit below one are not orthogonal. -/
theorem overlap_ne_zero (A B : Matrix r n ℂ) (hA : Aᴴ * A = 1) (hB : Bᴴ * B = 1)
    (hd : deficit A B < 1) : slaterOverlap A B ≠ 0 := by
  intro h
  have h1 := (slater_overlap_bounds A B hA hB).1
  rw [h, norm_zero] at h1
  linarith
```

If S were zero, the lower bound would give 1 − d ≤ 0, against d < 1.

## Two electrons that attain the bounds

```lean
/-- Two orbitals in a four-dimensional space: the first has components `c, s` on basis states
0 and 2, the second has components `c', s'` on basis states 1 and 3. -/
def rotated (c s c' s' : ℝ) : Matrix (Fin 4) (Fin 2) ℂ :=
  !![(c : ℂ), 0; 0, (c' : ℂ); (s : ℂ), 0; 0, (s' : ℂ)]
```

These are the orbitals of the opening example, with rows and columns counted from 0. The reference determinant, with orbitals e₀ and e₁, is `rotated 1 0 1 0`.

```lean
/-- The orbitals `rotated c s c' s'` are orthonormal when `c² + s² = 1` and `c'² + s'² = 1`. -/
theorem rotated_orthonormal (c s c' s' : ℝ) (h : c ^ 2 + s ^ 2 = 1) (h' : c' ^ 2 + s' ^ 2 = 1) :
    (rotated c s c' s')ᴴ * rotated c s c' s' = 1 := by
  have e : (c : ℂ) * c + s * s = 1 := by
    rw [← sq, ← sq]
    exact_mod_cast h
  have e' : (c' : ℂ) * c' + s' * s' = 1 := by
    rw [← sq, ← sq]
    exact_mod_cast h'
  ext i j
  fin_cases i <;> fin_cases j <;>
    simp [rotated, Matrix.mul_apply, Fin.sum_univ_succ, e, e']
```

The columns have no basis state in common, so they are orthogonal; their squared norms are c² + s² and c′² + s′². The proof checks the four entries of the 2 × 2 product one by one.

```lean
/-- Squared overlap and deficit between the first two basis states and the orbitals
`rotated c s c' s'`. -/
theorem rotated_values (c s c' s' : ℝ) :
    ‖slaterOverlap (rotated 1 0 1 0) (rotated c s c' s')‖ ^ 2 = c ^ 2 * c' ^ 2 ∧
      deficit (rotated 1 0 1 0) (rotated c s c' s') = 2 - c ^ 2 - c' ^ 2 := by
  constructor
  · have h : slaterOverlap (rotated 1 0 1 0) (rotated c s c' s') = (c : ℂ) * c' := by
      simp [slaterOverlap, rotated, Matrix.det_fin_two, Matrix.mul_apply, Fin.sum_univ_succ]
    rw [h, norm_mul, mul_pow, Complex.norm_real, Complex.norm_real, Real.norm_eq_abs,
      Real.norm_eq_abs, sq_abs, sq_abs]
  · have h : trace (oneMatrix (rotated 1 0 1 0) * oneMatrix (rotated c s c' s')) =
        ((c ^ 2 + c' ^ 2 : ℝ) : ℂ) := by
      -- expand into entries before inserting the explicit orbitals
      simp only [oneMatrix, Matrix.trace, Matrix.diag_apply, Matrix.mul_apply,
        Matrix.conjTranspose_apply, Fin.sum_univ_four, Fin.sum_univ_two]
      simp [rotated, sq]
    rw [deficit, h, Complex.ofReal_re, Fintype.card_fin]
    push_cast
    ring
```

Here BᴴA is diagonal with entries c and c′, hence |S|² = c²c′² and d = 2 − c² − c′². Lean computes the determinant and the trace from the explicit entries.

```lean
/-- For all real `c` and `s`, and compared with the first two basis states, the lower bound is an
equality for the orbitals `rotated c s 1 0` and the upper bound for `rotated c s c s`. -/
theorem bounds_attained (c s : ℝ) :
    1 - deficit (rotated 1 0 1 0) (rotated c s 1 0) =
        ‖slaterOverlap (rotated 1 0 1 0) (rotated c s 1 0)‖ ^ 2 ∧
      2 ^ 2 * ‖slaterOverlap (rotated 1 0 1 0) (rotated c s c s)‖ ^ 2 =
        (2 - deficit (rotated 1 0 1 0) (rotated c s c s)) ^ 2 := by
  rw [(rotated_values c s 1 0).1, (rotated_values c s 1 0).2, (rotated_values c s c s).1,
    (rotated_values c s c s).2]
  constructor <;> ring

end

end SlaterOverlapDistance
```

Rotating one orbital gives d = 1 − c² and |S|² = c², so 1 − d = |S|². Rotating both equally gives d = 2 − 2c² and |S|² = c⁴, so 4|S|² = (2 − d)². These identities hold for all real c and s; they describe orthonormal orbitals when c² + s² = 1. At c = 0 the first case has d = 1 and S = 0, so the condition d < 1 for non-orthogonality cannot be relaxed to d ≤ 1.

```lean
#print axioms SlaterOverlapDistance.slater_overlap_bounds
#print axioms SlaterOverlapDistance.infidelity_le
#print axioms SlaterOverlapDistance.rotated_orthonormal
#print axioms SlaterOverlapDistance.bounds_attained
```

```
'SlaterOverlapDistance.slater_overlap_bounds' depends on axioms: [propext, Classical.choice, Quot.sound]
'SlaterOverlapDistance.infidelity_le' depends on axioms: [propext, Classical.choice, Quot.sound]
'SlaterOverlapDistance.rotated_orthonormal' depends on axioms: [propext, Classical.choice, Quot.sound]
'SlaterOverlapDistance.bounds_attained' depends on axioms: [propext, Classical.choice, Quot.sound]
```
